# Direction [hkl] lies along the normal of (hkl) for all indices exactly when the basis edges are orthogonal and equally long

Take a rectangular lattice in the plane with edges \(a\) and \(b\). The direction [11] runs along the cell diagonal \((a, b)\). The lattice lines (11) have the normal \(2\pi(1/a, 1/b)\). These two vectors are parallel only if \(a/b = b/a\), that is, if \(a = b\). The direction scales with the edges and the normal with their inverses, so a diagonal direction matches its normal only when the edges are equal.

In \(n\) dimensions, let the columns \(a_i\) of \(A\) be the lattice basis and the columns \(b_j\) of \(B\) the reciprocal basis, with \(a_i\cdot b_j = 2\pi\delta_{ij}\). For integer indices \(h\), the direction is \(Ah\) and the plane normal is \(Bh\). Then

\[
Ah \parallel Bh \ \text{ for every integer vector } h
\quad\Longleftrightarrow\quad
A^TA = s\,I \ \text{ for some real } s .
\]

Here \(I\) is the identity matrix, and \(G = A^TA\) is the metric tensor, whose entries are \(a_i\cdot a_j\).

## Orienting a tetragonal (101) slab

In an electronic-structure calculation, a surface can be modelled as a slab of an ideal periodic crystal. One common setup rotates the cell to bring the normal of the requested plane along \(z\) and adds vacuum in that direction.

For a tetragonal cell with edges 3, 3, 4 and \(h = (1,0,1)\), the formula for the normal gives

\[
Bh = 2\pi\left(\tfrac13, 0, \tfrac14\right), \qquad
\frac{Bh}{|Bh|} = (0.8,\,0,\,0.6), \qquad
\frac{2\pi}{|Bh|} = 2.4 ,
\]

where the last number is the plane spacing. The direction [101] is \(Ah = (3,0,4)\), or \((0.6, 0, 0.8)\) after normalisation. The cosine between the two is 0.96, an angle of about 16.3°. A slab cut perpendicular to \(Ah\) would expose the plane with indices proportional to \(Gh = (9,0,16)\) instead of (101). With three orthogonal edges of equal length the two vectors coincide after normalisation, and either formula orients the slab correctly.

## Agreement as an eigenvalue equation of the metric

Reciprocity reads \(A^TB = 2\pi I\). If \(Av = \lambda Bv\), multiplying by \(A^T\) gives

\[
Gv = \lambda A^TBv = 2\pi\lambda\, v .
\]

Conversely, \(A^TB = 2\pi I\) makes \(B/2\pi\) a right inverse of the square matrix \(A^T\), hence also a left inverse. If \(Gv = 2\pi\lambda v\), then

\[
Av = \tfrac{1}{2\pi}BA^T(Av) = \tfrac{1}{2\pi}B\,(2\pi\lambda v) = \lambda Bv .
\]

So a nonzero \(h\) has its direction along its normal exactly when it is an eigenvector of \(G\).

Now suppose this holds for every \(h = e_i + e_j\), where \(e_i\) is the \(i\)-th unit vector and \(i = j\) is allowed.

- For \(i = j\), \(G(2e_i)\) is a multiple of \(2e_i\). Its components \(k \ne i\) give \(2G_{ki} = 0\), so \(G\) is diagonal.
- For \(i \ne j\), components \(i\) and \(j\) of \(G(e_i+e_j) = \mu(e_i+e_j)\) give \(G_{ii} = \mu = G_{jj}\).

Hence \(G = sI\). In the other direction, \(G = sI\) gives \(Gh = sh\) for every \(h\), so \(\lambda = s/2\pi\) works throughout.

For \(n \ge 1\), \(s = |a_i|^2\) is positive, because a zero basis vector would contradict \(a_i\cdot b_i = 2\pi\). With \(a = \sqrt{s}\) and \(Q = A/a\) we get \(Q^TQ = I\), so \(A = aQ\) is a rotated, possibly reflected, cubic basis. Conversely, \(A = aQ\) gives \(G = a^2I\).

## The equivalence in Lean 4

```lean
import Mathlib

open Matrix Real

namespace MillerDirectionNormal

noncomputable section

variable {n : Type*} [Fintype n] [DecidableEq n]

/-- The columns of `B` are reciprocal to the columns of `A`: `a_i · b_j = 2π δ_ij`. -/
def IsReciprocal (A B : Matrix n n ℝ) : Prop :=
  Aᵀ * B = (2 * π) • (1 : Matrix n n ℝ)

/-- Integer indices regarded as a real coordinate vector. -/
def indexVector {n : Type*} (h : n → ℤ) : n → ℝ := fun i => (h i : ℝ)

/-- The vector `A h` is a scalar multiple of `B h`. For reciprocal bases `A` and `B` and nonzero
`h`, these are the lattice direction and the plane normal with indices `h`. -/
def DirectionAlongNormal (A B : Matrix n n ℝ) (h : n → ℤ) : Prop :=
  ∃ c : ℝ, A *ᵥ indexVector h = c • (B *ᵥ indexVector h)

/-- The tetragonal basis with orthogonal edges of lengths `a`, `a`, `c`
(for positive `a` and `c`). -/
def tetragonal (a c : ℝ) : Matrix (Fin 3) (Fin 3) ℝ := diagonal ![a, a, c]

/-- Every basis with nonzero determinant has the reciprocal basis `2π (A⁻¹)ᵀ`. -/
theorem isReciprocal_inverse_transpose (A : Matrix n n ℝ) (hA : A.det ≠ 0) :
    IsReciprocal A ((2 * π) • (A⁻¹)ᵀ) := by
  unfold IsReciprocal
  rw [Matrix.mul_smul, ← Matrix.transpose_mul,
    Matrix.nonsing_inv_mul A (isUnit_iff_ne_zero.mpr hA), Matrix.transpose_one]

/-- For reciprocal bases, `A v = c B v` holds exactly when `v` satisfies the eigenvalue
equation of the metric tensor `AᵀA` with eigenvalue `2πc`. -/
theorem direction_eq_smul_normal_iff {A B : Matrix n n ℝ} (hAB : IsReciprocal A B)
    (v : n → ℝ) (c : ℝ) :
    A *ᵥ v = c • (B *ᵥ v) ↔ (Aᵀ * A) *ᵥ v = (2 * π * c) • v := by
  have hd : Aᵀ * B = (2 * π) • (1 : Matrix n n ℝ) := hAB
  have hpi : 2 * π ≠ 0 := by positivity
  constructor
  · intro h
    rw [← Matrix.mulVec_mulVec, h, Matrix.mulVec_smul, Matrix.mulVec_mulVec, hd,
      Matrix.smul_mulVec, Matrix.one_mulVec, smul_smul, mul_comm c]
  · intro h
    -- duality makes `B / 2π` a two-sided inverse of `Aᵀ`
    have hinv : ((2 * π)⁻¹ • B) * Aᵀ = 1 := by
      apply mul_eq_one_comm.mp
      rw [Matrix.mul_smul, hd, smul_smul, inv_mul_cancel₀ hpi, one_smul]
    have e : 2 * π * c * (2 * π)⁻¹ = c := by field_simp
    calc A *ᵥ v = (((2 * π)⁻¹ • B) * Aᵀ) *ᵥ (A *ᵥ v) := by
          rw [hinv, Matrix.one_mulVec]
      _ = ((2 * π)⁻¹ • B) *ᵥ ((Aᵀ * A) *ᵥ v) := by
          simp only [Matrix.mulVec_mulVec, Matrix.mul_assoc]
      _ = c • (B *ᵥ v) := by
          rw [h, Matrix.mulVec_smul, Matrix.smul_mulVec, smul_smul, e]

/-- A matrix for which every `e_i + e_j` (with `i = j` allowed) is an eigenvector
is a multiple of the identity. -/
theorem scalar_of_eigenvectors (G : Matrix n n ℝ)
    (hG : ∀ i j, ∃ c : ℝ, G *ᵥ (Pi.single i 1 + Pi.single j 1) =
      c • (Pi.single i 1 + Pi.single j 1 : n → ℝ)) :
    ∃ s : ℝ, G = s • (1 : Matrix n n ℝ) := by
  have key : ∀ i j, ∃ c : ℝ, ∀ k, G k i + G k j =
      c * ((if k = i then 1 else 0) + (if k = j then 1 else 0)) := by
    intro i j
    obtain ⟨c, hc⟩ := hG i j
    refine ⟨c, fun k => ?_⟩
    simpa [Matrix.mulVec_add, Pi.single_apply] using congrFun hc k
  -- `i = j` removes the off-diagonal entries
  have off : ∀ k i, k ≠ i → G k i = 0 := by
    intro k i hki
    obtain ⟨c, hc⟩ := key i i
    have h := hc k
    rw [if_neg hki] at h
    linarith
  -- `i ≠ j` equates the diagonal entries
  have diag : ∀ i j, G i i = G j j := by
    intro i j
    by_cases hij : i = j
    · rw [hij]
    · obtain ⟨c, hc⟩ := key i j
      have h1 := hc i
      have h2 := hc j
      rw [if_pos rfl, if_neg hij, off i j hij] at h1
      rw [if_neg (Ne.symm hij), if_pos rfl, off j i (Ne.symm hij)] at h2
      linarith
  rcases isEmpty_or_nonempty n with hn | ⟨⟨o⟩⟩
  · exact ⟨0, Subsingleton.elim _ _⟩
  · refine ⟨G o o, ?_⟩
    ext i j
    by_cases hij : i = j
    · subst hij
      simp [diag i o]
    · simp [off i j hij, Matrix.one_apply_ne hij]

/-- For reciprocal bases `A` and `B`, if direction and normal agree for the indices `e_i + e_j`
(with `i = j` allowed), then the metric tensor `AᵀA` is a multiple of the identity. -/
theorem metric_scalar_of_edges_and_diagonals {A B : Matrix n n ℝ} (hAB : IsReciprocal A B)
    (H : ∀ i j, DirectionAlongNormal A B (Pi.single i 1 + Pi.single j 1)) :
    ∃ s : ℝ, Aᵀ * A = s • (1 : Matrix n n ℝ) := by
  apply scalar_of_eigenvectors
  intro i j
  obtain ⟨c, hc⟩ := H i j
  have e : indexVector (Pi.single i 1 + Pi.single j 1 : n → ℤ) =
      Pi.single i 1 + Pi.single j 1 := by
    ext k
    simp [indexVector, Pi.single_apply]
  rw [e] at hc
  exact ⟨2 * π * c, (direction_eq_smul_normal_iff hAB _ c).1 hc⟩

/-- For reciprocal bases `A` and `B`, the direction `A h` is a multiple of the plane normal
`B h` for all integer indices `h` if and only if `AᵀA` is a multiple of the identity. -/
theorem direction_along_normal_iff {A B : Matrix n n ℝ} (hAB : IsReciprocal A B) :
    (∀ h : n → ℤ, DirectionAlongNormal A B h) ↔
      ∃ s : ℝ, Aᵀ * A = s • (1 : Matrix n n ℝ) := by
  constructor
  · exact fun H => metric_scalar_of_edges_and_diagonals hAB fun i j => H _
  · rintro ⟨s, hs⟩ h
    have e : 2 * π * (s / (2 * π)) = s := by field_simp
    refine ⟨s / (2 * π), (direction_eq_smul_normal_iff hAB _ _).2 ?_⟩
    rw [hs, e, Matrix.smul_mulVec, Matrix.one_mulVec]

/-- For reciprocal bases `A` and `B`, direction and normal agree for all integer indices
if and only if `A` is an orthogonal matrix times a positive edge length `a`. -/
theorem direction_along_normal_iff_cubic {A B : Matrix n n ℝ} (hAB : IsReciprocal A B) :
    (∀ h : n → ℤ, DirectionAlongNormal A B h) ↔
      ∃ a : ℝ, 0 < a ∧ ∃ Q : Matrix n n ℝ, Qᵀ * Q = 1 ∧ A = a • Q := by
  rw [direction_along_normal_iff hAB]
  constructor
  · rintro ⟨s, hs⟩
    rcases isEmpty_or_nonempty n with hn | ⟨⟨o⟩⟩
    · exact ⟨1, one_pos, A, Subsingleton.elim _ _, Subsingleton.elim _ _⟩
    · have hsum : ∑ k, A k o * A k o = s := by
        simpa [Matrix.mul_apply] using congrFun (congrFun hs o) o
      have hdual : ∑ k, A k o * B k o = 2 * π := by
        have hd : Aᵀ * B = (2 * π) • (1 : Matrix n n ℝ) := hAB
        simpa [Matrix.mul_apply] using congrFun (congrFun hd o) o
      have hnn : ∀ k ∈ Finset.univ, 0 ≤ A k o * A k o := fun k _ => mul_self_nonneg _
      -- a basis vector of length zero would contradict duality
      have hs0 : s ≠ 0 := by
        intro h0
        rw [h0] at hsum
        have hz := (Finset.sum_eq_zero_iff_of_nonneg hnn).1 hsum
        have hzero : ∑ k, A k o * B k o = 0 :=
          Finset.sum_eq_zero fun k hk => by rw [mul_self_eq_zero.1 (hz k hk), zero_mul]
        linarith [Real.pi_pos]
      have hspos : 0 < s :=
        lt_of_le_of_ne (hsum ▸ Finset.sum_nonneg hnn) (Ne.symm hs0)
      have hr : 0 < √s := Real.sqrt_pos.2 hspos
      have e : (√s)⁻¹ * (√s)⁻¹ * s = 1 := by
        rw [← mul_inv, Real.mul_self_sqrt hspos.le, inv_mul_cancel₀ hs0]
      refine ⟨√s, hr, (√s)⁻¹ • A, ?_, ?_⟩
      · rw [Matrix.transpose_smul, Matrix.smul_mul, Matrix.mul_smul, hs, smul_smul,
          smul_smul, e, one_smul]
      · rw [smul_smul, mul_inv_cancel₀ hr.ne', one_smul]
  · rintro ⟨a, -, Q, hQ, rfl⟩
    exact ⟨a * a, by
      rw [Matrix.transpose_smul, Matrix.smul_mul, Matrix.mul_smul, hQ, smul_smul]⟩

/-- The tetragonal basis with nonzero edges `a`, `c` has as reciprocal basis the tetragonal
basis with edges `2π/a`, `2π/c`. -/
theorem isReciprocal_tetragonal_witness {a c : ℝ} (ha : a ≠ 0) (hc : c ≠ 0) :
    IsReciprocal (tetragonal a c) (tetragonal (2 * π / a) (2 * π / c)) := by
  have h1 : a * (2 * π / a) = 2 * π := by field_simp
  have h2 : c * (2 * π / c) = 2 * π := by field_simp
  unfold IsReciprocal tetragonal
  rw [diagonal_transpose, diagonal_mul_diagonal, smul_one_eq_diagonal]
  congr 1
  ext i
  fin_cases i
  exacts [h1, h1, h2]

end

end MillerDirectionNormal
```

```lean
#print axioms MillerDirectionNormal.isReciprocal_inverse_transpose
#print axioms MillerDirectionNormal.direction_along_normal_iff_cubic
```

```
'MillerDirectionNormal.isReciprocal_inverse_transpose' depends on axioms: [propext, Classical.choice, Quot.sound]
'MillerDirectionNormal.direction_along_normal_iff_cubic' depends on axioms: [propext, Classical.choice, Quot.sound]
```

## Definitions and lemmas in physical terms

`IsReciprocal A B` is the duality relation with the factor \(2\pi\) of solid-state physics; dropping that factor would only rescale the multiplier. It is the sole hypothesis of the main theorems, and `isReciprocal_inverse_transpose` supplies such a \(B\) for every basis with nonzero determinant. `indexVector` turns integer indices into real coordinates. `DirectionAlongNormal` says that some real multiplier exists. It is called `c` there and \(\lambda\) above, while in `tetragonal` the letter `c` is an edge length. Common factors in \(h\) are allowed, and \(h = 0\) satisfies the condition trivially.

`direction_eq_smul_normal_iff` is the eigenvalue equation; its `hinv` is the left inverse used above. `scalar_of_eigenvectors` carries out the comparison of components, with `off` for the off-diagonal entries and `diag` for the diagonal ones. `metric_scalar_of_edges_and_diagonals` combines the two, so the cell edges and face diagonals already force \(G = sI\). `direction_along_normal_iff` adds the converse, and `direction_along_normal_iff_cubic` extracts \(a\) and \(Q\). `isReciprocal_tetragonal_witness` confirms the reciprocal pair used for the slab.

## What the equivalence says about a crystal

The result concerns the basis to which the indices refer, not the crystal system. The primitive vectors of an fcc lattice are not orthogonal, so in primitive indices the agreement fails for some \(h\), although the crystal is cubic. A code that stores lattice vectors as rows holds \(L = A^T\), and its metric is \(LL^T\).

One step links the matrices to real planes: the theorems take \(Bh\) as the normal, and its perpendicularity to the planes comes from a separate line of algebra. For a displacement \(Ax\), \((Ax)\cdot(Bh) = 2\pi\, x\cdot h\), which vanishes when \(x\cdot h = 0\), that is, within a plane.

The equivalence concerns all indices at once and real matrices. It gives no bound on the angle for a nearly cubic basis, such as one that is cubic only up to rounding. For a single \(h\) in a non-cubic basis, the eigenvalue equation decides: in the tetragonal cell above, [110] lies along its normal and [101] does not.
